# The negative radial Laplacian takes a polynomial in q² times a Gaussian to another such product

The theorem concerns the negative radial Laplacian in reciprocal space, `L f = -(f'' + 2 f' / q)`, acting on a real polynomial in q² times the unnormalised Gaussian exp(−q²/2). It states that at every q > 0 the result is again a polynomial in q² times the same Gaussian. With t = q², the new polynomial is 3p − tp + 4tp' − 6p' − 4tp'', which the file calls `raise p`. The proof computes the first and second derivatives by the product and chain rules, puts them into `L`, and compares the two sides by algebra.

An attempt in Lean 4 with a fault in it:

```lean
import Mathlib

open Polynomial
open scoped Nat Topology

namespace RadialLPolyMulGaussian

noncomputable section

/-- The negative radial Laplacian in reciprocal space, `L f = -(f'' + 2 f' / q)`,
on the domain `q > 0`. -/
def radialL (f : ℝ → ℝ) (q : ℝ) : ℝ := -(deriv (deriv f) q + 2 * deriv f q / q)

/-- The Gaussian `g(q) = exp(-q² / 2)`. -/
def gaussian (q : ℝ) : ℝ := Real.exp (-q ^ 2 / 2)

/-- The action of `L` on the polynomial prefactor of a Gaussian, in the variable `t = q²`:
`p ↦ 3p - t p + 4t p' - 6p' - 4t p''`. -/
def raise (p : ℝ[X]) : ℝ[X] :=
  C 3 * p - X * p + C 4 * (X * derivative p) - C 6 * derivative p
    - C 4 * (X * derivative (derivative p))

/-- For `q > 0`, `L f` can be computed from a first derivative known on the positive
half-line and a second derivative known at `q`. -/
theorem radialL_eq {f f' : ℝ → ℝ} {f'' q : ℝ} (hq : 0 < q)
    (hf : ∀ x, 0 < x → HasDerivAt f (f' x) x) (hf' : HasDerivAt f' f'' q) :
    radialL f q = -(f'' + 2 * f' q / q) := by
  have h : deriv f =ᶠ[𝓝 q] f' := by
    filter_upwards [Ioi_mem_nhds hq] with x hx using (hf x hx).deriv
  unfold radialL
  rw [h.deriv_eq, hf'.deriv, (hf q hq).deriv]

/-- For `q > 0`, `L` sends a polynomial in `q²` times the Gaussian to another such product,
with the new polynomial given by `raise`. -/
theorem radialL_poly_mul_gaussian (p : ℝ[X]) {q : ℝ} (hq : 0 < q) :
    radialL (fun x => p.eval (x ^ 2) * gaussian x) q
      = (raise p).eval (q ^ 2) * gaussian q := by
  have hsq : ∀ x : ℝ, HasDerivAt (fun y : ℝ => y ^ 2) (2 * x) x := fun x => by
    simpa using hasDerivAt_pow 2 x
  have hg : ∀ x : ℝ, HasDerivAt gaussian (-x * gaussian x) x := fun x => by
    have h : HasDerivAt (fun y : ℝ => -y ^ 2 / 2) (-x) x :=
      ((hsq x).fun_neg.div_const 2).congr_deriv (by ring)
    have h2 : HasDerivAt gaussian (Real.exp (-x ^ 2 / 2) * (-x)) x := h.exp
    exact h2.congr_deriv (by unfold gaussian; ring)
  have hP : ∀ (r : ℝ[X]) (x : ℝ), HasDerivAt (fun y : ℝ => r.eval (y ^ 2))
      ((derivative r).eval (x ^ 2) * (2 * x)) x := fun r x => by
    have h : HasDerivAt (fun t : ℝ => r.eval t) ((derivative r).eval (x ^ 2))
      ((fun y : ℝ => y ^ 2) x) := r.hasDerivAt (x ^ 2)
    have h2 := HasDerivAt.comp x h (hsq x)
    exact h2
  -- first derivative everywhere, second derivative at `q`
  have h1 : ∀ x : ℝ, 0 < x → HasDerivAt (fun y => p.eval (y ^ 2) * gaussian y)
      (((derivative p).eval (x ^ 2) * (2 * x) - x * p.eval (x ^ 2)) * gaussian x) x :=
    fun x _ => ((hP p x).fun_mul (hg x)).congr_deriv (by ring)
  have h2 := (((hP (derivative p) q).fun_mul ((hasDerivAt_id' q).const_mul 2)).fun_sub
    ((hasDerivAt_id' q).fun_mul (hP p q))).fun_mul (hg q)
  rw [radialL_eq hq h1 h2]
  have hq' : q ≠ 0 := hq.ne'
  simp only [raise, eval_add, eval_sub, eval_mul, eval_C, eval_X]
  field_simp
  ring

end

end RadialLPolyMulGaussian
```

The error:

```
Main.lean:49:35: error: Application type mismatch: The argument
  hsq x
has type
  HasDerivAt (fun y => y ^ 2) (2 * x) x
but is expected to have type
  HasDerivAt (Real.mul✝ (npowRec 1 x)) ?m.378 x
in the application
  HasDerivAt.comp x h (hsq x)
Main.lean:46:62: error: unsolved goals
p : ℝ[X]
q : ℝ
hq : 0 < q
hsq : ∀ (x : ℝ), HasDerivAt (fun y => y ^ 2) (2 * x) x
hg : ∀ (x : ℝ), HasDerivAt gaussian (-x * gaussian x) x
r : ℝ[X]
x : ℝ
h : HasDerivAt (fun t => eval t r) (eval (x ^ 2) (derivative r)) ((fun y => y ^ 2) x)
⊢ HasDerivAt (fun y => eval (y ^ 2) r) (eval (x ^ 2) (derivative r) * (2 * x)) x
```

Cause. The first error is in the chain rule for `r.eval (y ^ 2)`. `HasDerivAt.comp` has to find the inner function from the point at which the outer derivative is taken, here the square of `x`. Lean must write that point as some function applied to `x`, and more than one function will do. It unfolded the power and chose `Real.mul (npowRec 1 x)`, multiplication by a factor in which `x` is already fixed. That agrees with squaring at `x` but is a different function, so `hsq x` was refused. The "unsolved goals" error follows from this one, since the step that was to prove the goal had failed.

The repair first proves the chain rule as `chain`, for arbitrary functions `u` and `v`. There the point is `v x` with `v` a variable, which has no definition to unfold, and Lean takes `v` as the inner function. `chain` is then applied with the polynomial evaluation and the squaring function given explicitly, so Lean only has to check that the squaring function at `x` is `x ^ 2`. The reworded comment is mere tidying.

As a diff, the version that Lean accepts:

```diff
@@ -45,9 +45,11 @@
   have hP : ∀ (r : ℝ[X]) (x : ℝ), HasDerivAt (fun y : ℝ => r.eval (y ^ 2))
       ((derivative r).eval (x ^ 2) * (2 * x)) x := fun r x => by
-    have h : HasDerivAt (fun t : ℝ => r.eval t) ((derivative r).eval (x ^ 2))
-      ((fun y : ℝ => y ^ 2) x) := r.hasDerivAt (x ^ 2)
-    have h2 := HasDerivAt.comp x h (hsq x)
-    exact h2
-  -- first derivative everywhere, second derivative at `q`
+    have chain : ∀ (u v : ℝ → ℝ) (u' v' : ℝ), HasDerivAt u u' (v x) →
+        HasDerivAt v v' x → HasDerivAt (fun y => u (v y)) (u' * v') x := by
+      intro u v u' v' hu hv
+      have huv := hu.comp x hv
+      exact huv
+    exact chain (fun t => r.eval t) (fun y => y ^ 2) _ _ (r.hasDerivAt (x ^ 2)) (hsq x)
+  -- first derivative at every `x > 0`, second derivative at `q`
   have h1 : ∀ x : ℝ, 0 < x → HasDerivAt (fun y => p.eval (y ^ 2) * gaussian y)
       (((derivative p).eval (x ^ 2) * (2 * x) - x * p.eval (x ^ 2)) * gaussian x) x :=
```
